# For a point nucleus with $0 < Z\alpha < \sqrt3/2$, the Dirac 1s hyperfine factor exceeds $1+\tfrac32(Z\alpha)^2$, and $\tfrac32$ is the leading coefficient

Take a one-electron ion with a point nucleus and coupling $x = Z\alpha = 3/5$, where $Z$ is the nuclear charge and $\alpha$ the fine-structure constant; this is a rounded value for $Z=82$. Then $g=\sqrt{1-x^2}=4/5$, and the factor by which relativity multiplies the 1s hyperfine splitting is

$$F=\frac{1}{g(2g-1)}=\frac{1}{0.8\cdot 0.6}\approx 2.083 .$$

The leading-order estimate $1+\tfrac32x^2$ gives only $1.54$. Replacing $x^2$ by $1-g^2$ turns the difference into a rational function of $g$ with a factor $(1-g)^2$ and otherwise positive terms. The same substitution works for every $x$ between $0$ and $\sqrt3/2$, and it also gives the limit $(F-1)/x^2\to\tfrac32$ as $x\to0^+$.

This is the Breit correction from the one-electron Dirac orbital, not the Breit interaction between electrons. For a one-electron ion with a point nucleus, the nonrelativistic value multiplied by $F$ is a reference value for the hyperfine integral of a relativistic radial solver.

## A point charge and a point magnetic dipole

The nucleus is a fixed point charge with a point magnetic moment. Finite nuclear size, recoil, radiative corrections and other electrons are left out. By hand, this assumption enters as the potential $-Z/r$ at all distances $r>0$ and as the weight $1/r^2$ in the hyperfine integral. In Lean it is built into the definitions and statements. With an extended nucleus, the orbital near the origin changes and this closed form for $F$ no longer applies.

```lean
import Mathlib

open Filter Topology Set MeasureTheory

namespace DiracHyperfine

noncomputable section
```

The exponent $g$ is `gam x`, and $F$ is `hyperfineFactor x`.

```lean
/-- The exponent `g = √(1 - x²)` of the Dirac 1s orbital at coupling `x = Zα`, for `0 < x < 1`. -/
def gam (x : ℝ) : ℝ := √(1 - x ^ 2)

/-- The relativistic 1s hyperfine factor `F = 1 / (g (2g - 1))`, for `0 < x < √3/2`. -/
def hyperfineFactor (x : ℝ) : ℝ := 1 / (gam x * (2 * gam x - 1))
```

In atomic units the speed of light is $c=1/\alpha$, so $Z=cx$. Both radial components share the shape $f(r)=r^g e^{-cxr}$:

$$P=(1+g)f,\qquad Q=-xf .$$

```lean
/-- The common radial shape `r^g exp(-c x r)` of both 1s components, for `c > 0`, `0 < x < 1` and
`r > 0`, with speed of light `c` and nuclear charge `c x` in atomic units. -/
def radial (c x r : ℝ) : ℝ := r ^ gam x * Real.exp (-(c * x * r))

/-- The large radial component `P` of the Dirac 1s orbital, not normalised, for `c > 0`, `0 < x < 1`
and `r > 0`. -/
def largeP (c x r : ℝ) : ℝ := (1 + gam x) * radial c x r

/-- The small radial component `Q` of the Dirac 1s orbital, on the same scale as `P`, for `c > 0`,
`0 < x < 1` and `r > 0`. -/
def smallQ (c x r : ℝ) : ℝ := -x * radial c x r
```

## The range $0<x<\sqrt3/2$ in terms of the exponent

Physically, $x>0$ means an attractive nucleus, and the upper bound limits how singular the orbital is at the origin. By hand, $0<x^2<\tfrac34$ gives $\tfrac14<g^2<1$, hence $\tfrac12<g<1$. The proof gets $x^2<\tfrac34$ from the positive product $(\sqrt3/2-x)(\sqrt3/2+x)$, and `nlinarith` then bounds $g$. The later theorems that assume this range use these bounds, and some also use $x>0$ directly.

```lean
/-- For `0 < x < √3/2` the exponent satisfies `g² = 1 - x²` and `1/2 < g < 1`. -/
theorem gam_bounds {x : ℝ} (hx : 0 < x) (hx' : x < √3 / 2) :
    gam x ^ 2 = 1 - x ^ 2 ∧ 1 / 2 < gam x ∧ gam x < 1 := by
  have h3 : √3 ^ 2 = (3 : ℝ) := Real.sq_sqrt (by norm_num)
  have hm := mul_pos (sub_pos.2 hx') (show 0 < √3 / 2 + x by positivity)
  have hx2 : x ^ 2 < 3 / 4 := by nlinarith
  have hg : gam x ^ 2 = 1 - x ^ 2 := Real.sq_sqrt (by linarith)
  have h0 : 0 ≤ gam x := Real.sqrt_nonneg _
  have hxx : 0 < x ^ 2 := by positivity
  exact ⟨hg, by nlinarith, by nlinarith⟩
```

## Real exponent, positive $c$ and positive radius

The radial Dirac equations need only $x^2\le1$, $c>0$ and $r>0$. For angular quantum number $\kappa=-1$ and energy $c^2g$, rest energy included, they read

$$P'=\frac Pr+\Big(c(g+1)+\frac xr\Big)Q,\qquad
Q'=-\frac Qr-\Big(c(g-1)+\frac xr\Big)P .$$

Since $f'=(g/r-cx)f$, the left side of the first equation is $(1+g)(g/r-cx)f$. The right side is
$$\frac{1+g-x^2}{r}f-cx(1+g)f .$$
They agree because $g(1+g)=1+g-x^2$, which is $g^2=1-x^2$. In the second equation the right side is
$$\frac{x-x(1+g)}{r}f-c(g^2-1)f=-\frac{xg}{r}f+cx^2f=-x\Big(\frac gr-cx\Big)f=Q' .$$

The condition $x^2\le1$ is what gives $g^2=1-x^2$ with $g$ real; beyond it the exponent is imaginary and this form of the orbital is lost. The condition $c>0$ permits the division by $c$, and $r>0$ avoids the singular point of the potential and of the power.

In the proof, `hf` is the derivative of $f$. Each `linear_combination` adds the multiple of $g^2=1-x^2$ that closes the comparison. `HasDerivAt` says both that the derivative exists and what it equals. The theorem does not say that the solution is normalisable or that it is the lowest state; at $x=0$, for example, the pair $P=2r$, $Q=0$ solves the equations without being bound.

```lean
/-- For `x² ≤ 1`, `c > 0` and `r > 0`, the components `P` and `Q` solve the radial Dirac equations
with `κ = -1`, potential `-c x / r` and energy `c² g` (rest energy included). -/
theorem radial_dirac_equations {c x r : ℝ} (hc : 0 < c) (hx : x ^ 2 ≤ 1) (hr : 0 < r) :
    HasDerivAt (largeP c x) (largeP c x r / r
      + (c ^ 2 * gam x + c ^ 2 + c * x / r) / c * smallQ c x r) r ∧
    HasDerivAt (smallQ c x) (-smallQ c x r / r
      - (c ^ 2 * gam x - c ^ 2 + c * x / r) / c * largeP c x r) r := by
  have hg : gam x ^ 2 = 1 - x ^ 2 := Real.sq_sqrt (by linarith)
  -- logarithmic derivative of the common radial shape
  have hf : HasDerivAt (radial c x) ((gam x / r - c * x) * radial c x r) r := by
    have h1 : HasDerivAt (fun s : ℝ => s ^ gam x) (gam x * r ^ (gam x - 1)) r :=
      Real.hasDerivAt_rpow_const (Or.inl hr.ne')
    have h2 := ((hasDerivAt_id' r).const_mul (c * x)).fun_neg.exp
    have h3 := h1.fun_mul h2
    refine HasDerivAt.congr_deriv h3 ?_
    rw [Real.rpow_sub_one hr.ne']
    unfold radial
    ring
  have hP : HasDerivAt (largeP c x)
      ((1 + gam x) * ((gam x / r - c * x) * radial c x r)) r := hf.const_mul (1 + gam x)
  have hQ : HasDerivAt (smallQ c x)
      (-x * ((gam x / r - c * x) * radial c x r)) r := hf.const_mul (-x)
  have e1 : (c ^ 2 * gam x + c ^ 2 + c * x / r) / c = c * (gam x + 1) + x / r := by
    field_simp
  have e2 : (c ^ 2 * gam x - c ^ 2 + c * x / r) / c = c * (gam x - 1) + x / r := by
    field_simp
  constructor
  · refine hP.congr_deriv ?_
    rw [e1]
    simp only [largeP, smallQ]
    linear_combination (radial c x r / r) * hg
  · refine hQ.congr_deriv ?_
    rw [e2]
    simp only [largeP, smallQ]
    linear_combination (c * radial c x r) * hg
```

## The upper bound on $x$ and convergence at the nucleus

For a point magnetic dipole, the radial part of the hyperfine coupling is $-\int PQ/r^2\,dr$ for a normalised orbital. This expression is taken as the starting point, with the nuclear moment and angular factors left out. Since $P$ and $Q$ are not normalised, the theorem divides by $\int(P^2+Q^2)\,dr$.

With $\Gamma$ the Gamma function and $(1+g)^2+x^2=2(1+g)$,

$$\int_0^\infty(P^2+Q^2)\,dr=2(1+g)\frac{\Gamma(2g+1)}{(2cx)^{2g+1}},$$

$$-\int_0^\infty\frac{PQ}{r^2}\,dr=(1+g)x\,\frac{\Gamma(2g-1)}{(2cx)^{2g-1}} .$$

Because $\Gamma(2g+1)=2g(2g-1)\Gamma(2g-1)$, the ratio is

$$\frac x2\,\frac{(2cx)^2}{2g(2g-1)}=c^2x^3F(x).$$

The prefactor $c^2x^3=Z^3/c$ is the nonrelativistic value, so $F$ is the relativistic enhancement.

The integrand of the second integral behaves like $r^{2g-2}$ near the origin, so convergence there requires $g>\tfrac12$, which is the bound $x<\sqrt3/2$. As $x$ approaches that value from below, the factor $2g-1$ in the denominator goes to zero and $F$ grows without limit. Convergence at large $r$ comes from $cx>0$.

The proof follows the same route. `iN` and `iH` evaluate the two integrals, with $g>\tfrac12$ supplying the positive Gamma argument. `hG` applies the recursion twice, `hp` splits off the power $(2cx)^{-2}$, and `field_simp` cancels the common factors. Lean gives a divergent integral the value zero, so the nonzero right-hand side confirms that both integrals converge.

```lean
/-- For `c > 0` and `0 < x < √3/2`, the magnetic hyperfine integral of `P Q / r²`, divided by the
squared norm of the 1s orbital and taken with a minus sign, equals `c² x³ F(x)`. -/
theorem hyperfine_integral {c x : ℝ} (hc : 0 < c) (hx : 0 < x) (hx' : x < √3 / 2) :
    -(∫ r in Ioi (0 : ℝ), largeP c x r * smallQ c x r / r ^ 2)
      / (∫ r in Ioi (0 : ℝ), (largeP c x r ^ 2 + smallQ c x r ^ 2))
      = c ^ 2 * x ^ 3 * hyperfineFactor x := by
  obtain ⟨hg, hl, -⟩ := gam_bounds hx hx'
  have ha : 0 < 2 * c * x := by positivity
  have hexp : ∀ r : ℝ, Real.exp (-(2 * c * x * r))
      = Real.exp (-(c * x * r)) * Real.exp (-(c * x * r)) := by
    intro r
    rw [← Real.exp_add]
    congr 1
    ring
  have hN := Real.integral_rpow_mul_exp_neg_mul_Ioi (show 0 < 2 * gam x + 1 by linarith) ha
  have hH := Real.integral_rpow_mul_exp_neg_mul_Ioi (show 0 < 2 * gam x - 1 by linarith) ha
  -- both integrals are Gamma integrals
  have iN : ∫ r in Ioi (0 : ℝ), (largeP c x r ^ 2 + smallQ c x r ^ 2)
      = 2 * (1 + gam x) * ((1 / (2 * c * x)) ^ (2 * gam x + 1)
        * Real.Gamma (2 * gam x + 1)) := by
    rw [← hN, ← integral_const_mul]
    refine setIntegral_congr_fun measurableSet_Ioi fun r hr => ?_
    have hr' : 0 < r := hr
    dsimp only [largeP, smallQ, radial]
    rw [hexp, show 2 * gam x + 1 - 1 = gam x + gam x by ring, Real.rpow_add hr']
    linear_combination (r ^ gam x * Real.exp (-(c * x * r))) ^ 2 * hg
  have iH : ∫ r in Ioi (0 : ℝ), largeP c x r * smallQ c x r / r ^ 2
      = -((1 + gam x) * x) * ((1 / (2 * c * x)) ^ (2 * gam x - 1)
        * Real.Gamma (2 * gam x - 1)) := by
    rw [← hH, ← integral_const_mul]
    refine setIntegral_congr_fun measurableSet_Ioi fun r hr => ?_
    have hr' : 0 < r := hr
    dsimp only [largeP, smallQ, radial]
    rw [hexp, show 2 * gam x - 1 - 1 = gam x + gam x - 2 by ring, Real.rpow_sub hr',
      Real.rpow_add hr', Real.rpow_two]
    ring
  -- the Gamma recursion produces the denominator g (2g - 1)
  have hG : Real.Gamma (2 * gam x + 1)
      = 2 * gam x * ((2 * gam x - 1) * Real.Gamma (2 * gam x - 1)) := by
    rw [Real.Gamma_add_one (by linarith),
      ← Real.Gamma_add_one (show 2 * gam x - 1 ≠ 0 by linarith), sub_add_cancel]
  have hp : (1 / (2 * c * x)) ^ (2 * gam x + 1)
      = (1 / (2 * c * x)) ^ (2 * gam x - 1) * (1 / (2 * c * x)) ^ 2 := by
    rw [show 2 * gam x + 1 = (2 * gam x - 1) + 2 by ring,
      Real.rpow_add (by positivity), Real.rpow_two]
  have hG0 : Real.Gamma (2 * gam x - 1) ≠ 0 := (Real.Gamma_pos_of_pos (by linarith)).ne'
  have hp0 : (1 / (2 * c * x)) ^ (2 * gam x - 1) ≠ 0 :=
    (Real.rpow_pos_of_pos (by positivity) _).ne'
  rw [iN, iH, hG, hp, hyperfineFactor]
  generalize Real.Gamma (2 * gam x - 1) = G at hG0 ⊢
  generalize (1 / (2 * c * x)) ^ (2 * gam x - 1) = p at hp0 ⊢
  have h1 : gam x ≠ 0 := by linarith
  have h2 : 2 * gam x - 1 ≠ 0 := by linarith
  have h3 : 1 + gam x ≠ 0 := by linarith
  field_simp
```

## Positive coupling and the strict inequality

Inserting $x^2=1-g^2$ gives

$$F-1-\tfrac32x^2=\frac{2-(5-3g^2)\,g(2g-1)}{2g(2g-1)} .$$

The numerator expands to $6g^4-3g^3-10g^2+5g+2$, which factors:

$$F-1-\tfrac32x^2=\frac{(1-g)^2(6g^2+9g+2)}{2g(2g-1)} .$$

Here $x>0$ gives $g<1$, so the squared factor is strictly positive, while $x<\sqrt3/2$ makes the denominator positive. At $x=0$ both sides of the inequality equal $1$ and strictness fails. For $\sqrt3/2<x<1$ the formula for $F$ is negative, so the inequality fails there too.

In Lean, `hF` records $F\,g(2g-1)=1$. After the denominator is cleared, `linear_combination` combines `hF` with $g^2=1-x^2$.

```lean
/-- For `0 < x < √3/2`, the excess of `F` over `1 + (3/2) x²` in closed form. -/
theorem excess_formula {x : ℝ} (hx : 0 < x) (hx' : x < √3 / 2) :
    hyperfineFactor x - (1 + 3 / 2 * x ^ 2)
      = (1 - gam x) ^ 2 * (6 * gam x ^ 2 + 9 * gam x + 2)
        / (2 * (gam x * (2 * gam x - 1))) := by
  obtain ⟨hg, hl, -⟩ := gam_bounds hx hx'
  have hD : 0 < gam x * (2 * gam x - 1) := mul_pos (by linarith) (by linarith)
  have hF : hyperfineFactor x * (gam x * (2 * gam x - 1)) = 1 := one_div_mul_cancel hD.ne'
  rw [eq_div_iff (by positivity)]
  linear_combination 2 * hF - 3 * (gam x * (2 * gam x - 1)) * hg
```

The condition $x>0$ also permits division by $x^2=(1-g)(1+g)$. Since

$$F-1=\frac{1+g-2g^2}{g(2g-1)}=\frac{(1-g)(1+2g)}{g(2g-1)},$$

the factor $1-g$ cancels:

$$\frac{F-1}{x^2}=\frac{1+2g}{(1+g)\,g(2g-1)} .$$

The Lean proof cross-multiplies and uses the same two identities.

```lean
/-- For `0 < x < √3/2`, the relative correction `F - 1` divided by `x²`, as a function of `g` alone.
-/
theorem correction_quotient {x : ℝ} (hx : 0 < x) (hx' : x < √3 / 2) :
    (hyperfineFactor x - 1) / x ^ 2
      = (1 + 2 * gam x) / ((1 + gam x) * (gam x * (2 * gam x - 1))) := by
  obtain ⟨hg, hl, -⟩ := gam_bounds hx hx'
  have hD : 0 < gam x * (2 * gam x - 1) := mul_pos (by linarith) (by linarith)
  have hF : hyperfineFactor x * (gam x * (2 * gam x - 1)) = 1 := one_div_mul_cancel hD.ne'
  have h1 : 0 < 1 + gam x := by linarith
  rw [div_eq_div_iff (by positivity) (mul_pos h1 hD).ne']
  linear_combination (1 + gam x) * hF - (1 + 2 * gam x) * hg
```

## Approaching zero coupling from above

The limit $x\to0^+$ is the weak-coupling limit, reached through attractive nuclei. At $x=0$ itself the quotient is $0/0$, but the expression in $g$ is continuous at $g=1$, where it equals $3/(2\cdot1)=\tfrac32$. All that remains is that $g\to1$, which follows from the continuity of the square root.

```lean
/-- The exponent `g` depends continuously on the coupling `x`. -/
theorem continuous_gam : Continuous gam := by
  show Continuous fun x : ℝ => √(1 - x ^ 2)
  fun_prop
```

The final theorem, `breit_correction`, has two parts. The first is the strict inequality for every real $x$ with $0<x<\sqrt3/2$. The second is the limit, where `𝓝[>] 0` means that $x$ approaches zero through positive values. It fixes the leading coefficient but gives no error bound at a given $x$.

For the first part, the proof rewrites the difference with `excess_formula`, and `positivity` reads off its sign. For the second, it composes the limit of $g$ with the continuous rational function. The theorem `correction_quotient` equates the closed form with the original quotient for $0<x<\sqrt3/2$, so `filter_upwards` restricts attention to that range, which is enough for a limit at zero from above.

```lean
/-- Breit correction: the 1s hyperfine factor exceeds `1 + (3/2) x²` for all `0 < x < √3/2`,
and `(F - 1)/x²` tends to `3/2` as `x` tends to `0` from above. -/
theorem breit_correction :
    (∀ x : ℝ, 0 < x → x < √3 / 2 → 1 + 3 / 2 * x ^ 2 < hyperfineFactor x) ∧
    Tendsto (fun x => (hyperfineFactor x - 1) / x ^ 2) (𝓝[>] 0) (𝓝 (3 / 2)) := by
  constructor
  · intro x hx hx'
    obtain ⟨-, hl, hu⟩ := gam_bounds hx hx'
    have hD : 0 < gam x * (2 * gam x - 1) := mul_pos (by linarith) (by linarith)
    have h1 : 0 < 1 - gam x := by linarith
    have h2 : 0 < gam x := by linarith
    rw [← sub_pos, excess_formula hx hx']
    positivity
  · have hg : Tendsto gam (𝓝[>] 0) (𝓝 (gam 0)) :=
      (continuous_gam.tendsto 0).mono_left nhdsWithin_le_nhds
    rw [show gam 0 = 1 by simp [gam]] at hg
    have hc : ContinuousAt
        (fun g : ℝ => (1 + 2 * g) / ((1 + g) * (g * (2 * g - 1)))) 1 :=
      ContinuousAt.div (by fun_prop) (by fun_prop) (by norm_num)
    have ht := hc.tendsto.comp hg
    rw [show (1 + 2 * (1 : ℝ)) / ((1 + 1) * (1 * (2 * 1 - 1))) = 3 / 2 by norm_num] at ht
    refine ht.congr' ?_
    filter_upwards [Ioo_mem_nhdsGT (show (0 : ℝ) < √3 / 2 by positivity)] with x hx
    exact (correction_quotient hx.1 hx.2).symm

end

end DiracHyperfine
```

```lean
#print axioms DiracHyperfine.radial_dirac_equations
#print axioms DiracHyperfine.hyperfine_integral
#print axioms DiracHyperfine.breit_correction
```

```
'DiracHyperfine.radial_dirac_equations' depends on axioms: [propext, Classical.choice, Quot.sound]
'DiracHyperfine.hyperfine_integral' depends on axioms: [propext, Classical.choice, Quot.sound]
'DiracHyperfine.breit_correction' depends on axioms: [propext, Classical.choice, Quot.sound]
```
